# The integral of 1/‖q‖² over the q = 0 cell of a cubic mesh scales as N^(-1/3)

A plane-wave code that evaluates exact exchange on a k-point mesh with the bare Coulomb kernel sums terms of the form F(q)/‖q‖² over momentum transfers q. The form factor F collects the pair densities of the occupied orbitals. If F(0) ≠ 0, the term diverges as q goes to zero, and the simplest treatment is to skip the point q = 0. Skipping it removes one cell of the mesh from a Brillouin-zone integral. How much was removed, and how fast does that part shrink as the mesh is refined?

Let h > 0 be the side of that cell, a cube centred at q = 0, and let I(h) be the integral of 1/‖q‖² over it. The integral is finite, and

2πh ≤ I(h) ≤ 2√3πh, with I(h) = h·I(1).

If N mesh points divide a cubic reciprocal cell of side b, then h = b N^(-1/3), and the omitted integral is

I(h) = b·I(1)·N^(-1/3), with I(1) between 2π ≈ 6.28 and 2√3π ≈ 10.88.

For this bare kernel on a cubic mesh, halving the omitted part takes eight times as many points. This slow decay is a reason to treat the singular term separately instead of only refining the mesh. With a continuous form factor the same order holds in the limit of large N, provided F(0) ≠ 0.

## From the ball to the cube to the mesh

**Ball.** In polar coordinates the area factor 4πr² cancels the singularity. For a ball of radius R,

∫ d³q/‖q‖² = ∫₀ᴿ 4πr²·(1/r²) dr = 4πR.

**Cube.** The cube is the set where |q_i| ≤ h/2 for each component i. If ‖q‖ ≤ h/2, then every |q_i| ≤ ‖q‖ ≤ h/2, so the cube contains the ball of radius h/2. If q is in the cube, then

‖q‖² = q_0² + q_1² + q_2² ≤ 3(h/2)²,

so the cube lies in the ball of radius √3h/2. The kernel is non-negative, so enlarging the region can't lower the integral:

4π·h/2 ≤ I(h) ≤ 4π·√3h/2.

These are the stated bounds, and finiteness on the outer ball gives finiteness on the cube.

**Scaling.** Substitute q = hx. The volume element gives h³ and the kernel gives h^(-2), so

∫_{cube h} F(q)/‖q‖² d³q = h ∫_{cube 1} F(hx)/‖x‖² d³x.

Setting F = 1 gives I(h) = h·I(1).

**Form factor.** Let F be continuous. For 0 < h < 1 and x in the unit cube, hx stays in the ball of radius √3/2, where |F| ≤ C for some constant C. The integrand on the right is therefore bounded by C/‖x‖², which is integrable, and it tends to F(0)/‖x‖² for each x ≠ 0. By dominated convergence,

(1/h) ∫_{cube h} F(q)/‖q‖² d³q → F(0)·I(1) as h → 0 from above.

**Mesh.** With h = b N^(-1/3) we have N^(1/3) = b/h. Multiplying the previous limit by b gives

N^(1/3) ∫_{cube h} F(q)/‖q‖² d³q → b·F(0)·I(1).

At the smallest mesh, N = 1, the spacing is h = b: the omitted cell is the whole reciprocal cell, and the formula for the bare kernel reads I(b) = b·I(1). At the other end, if F(0) = 0, the limit is zero and the omitted part decays faster than N^(-1/3).

## The Lean file

```lean
import Mathlib

open MeasureTheory MeasureTheory.Measure Set Filter Metric Topology
open scoped Pointwise Real

namespace ExchangeSingularity

noncomputable section

/-- Momentum space: three-dimensional Euclidean space. -/
abbrev Momentum := EuclideanSpace ℝ (Fin 3)

/-- The cube of side `h` centred at `q = 0`. -/
def cell (h : ℝ) : Set Momentum := {q | ∀ i, |q i| ≤ h / 2}

/-- The integral of the Coulomb singularity `1/‖q‖²`, a function on `q ≠ 0`, over the
centred cube of side `h`. -/
def cellIntegral (h : ℝ) : ℝ := ∫ q in cell h, 1 / ‖q‖ ^ 2

/-- The spacing `b N^(-1/3)` of a cubic mesh of `N ≥ 1` points in a reciprocal cell of side `b`. -/
def meshSpacing (b : ℝ) (N : ℕ) : ℝ := b * (N : ℝ) ^ (-(1 / 3 : ℝ))

/-- The singularity `1/‖q‖²` is integrable on a ball of radius `R ≥ 0` about the origin,
and its integral is `4πR`. -/
theorem ball_integral {R : ℝ} (hR : 0 ≤ R) :
    IntegrableOn (fun q : Momentum => 1 / ‖q‖ ^ 2) (closedBall 0 R) ∧
      ∫ q in closedBall (0 : Momentum) R, 1 / ‖q‖ ^ 2 = 4 * π * R := by
  let f : ℝ → ℝ := (Iic R).indicator (fun r => 1 / r ^ 2)
  have hf : (fun q : Momentum => f ‖q‖) =
      (closedBall (0 : Momentum) R).indicator (fun q => 1 / ‖q‖ ^ 2) := by
    ext q
    simp [f, Set.indicator]
  -- the radial Jacobian cancels the singularity
  have hr : EqOn (fun y : ℝ => y ^ (Module.finrank ℝ Momentum - 1) • f y)
      ((Iic R).indicator (fun _ => (1 : ℝ))) (Ioi 0) := by
    intro y hy
    have hy' : y ≠ 0 := ne_of_gt hy
    by_cases h : y ≤ R
    · simp [f, Set.indicator, h, hy']
    · simp [f, Set.indicator, h]
  have hI : Iic R ∩ Ioi (0 : ℝ) = Ioc 0 R := by
    ext y
    simp [and_comm]
  have hv : (volume : Measure Momentum).real (ball 0 1) = π * 4 / 3 := by
    rw [Measure.real, EuclideanSpace.volume_ball_fin_three, ENNReal.ofReal_one, one_pow,
      one_mul, ENNReal.toReal_ofReal (by positivity : (0 : ℝ) ≤ π * 4 / 3)]
  constructor
  · rw [← integrable_indicator_iff measurableSet_closedBall, ← hf,
      integrable_fun_norm_addHaar (μ := (volume : Measure Momentum)),
      integrableOn_congr_fun hr measurableSet_Ioi, IntegrableOn,
      integrable_indicator_iff measurableSet_Iic, IntegrableOn,
      Measure.restrict_restrict measurableSet_Iic, hI]
    exact continuous_const.integrableOn_Ioc
  · rw [← integral_indicator measurableSet_closedBall, ← hf,
      integral_fun_norm_addHaar (μ := (volume : Measure Momentum)),
      setIntegral_congr_fun measurableSet_Ioi hr, integral_indicator measurableSet_Iic,
      Measure.restrict_restrict measurableSet_Iic, hI, hv]
    have h1 : ∫ _ in Ioc (0 : ℝ) R, (1 : ℝ) = R := by simp [hR]
    rw [h1, finrank_euclideanSpace_fin]
    simp only [nsmul_eq_mul, smul_eq_mul]
    push_cast
    ring

/-- For `h ≥ 0` the cube of side `h` contains the ball of radius `h/2` and is contained in the
ball of radius `√3 h/2`. -/
theorem cell_between_balls {h : ℝ} (hh : 0 ≤ h) :
    closedBall 0 (h / 2) ⊆ cell h ∧ cell h ⊆ closedBall 0 (√3 * h / 2) := by
  constructor
  · intro q hq i
    rw [mem_closedBall_zero_iff] at hq
    exact (PiLp.norm_apply_le q i).trans hq
  · intro q hq
    have hc : ∀ i, q i ^ 2 ≤ (h / 2) ^ 2 := fun i =>
      sq_le_sq' (abs_le.mp (hq i)).1 (abs_le.mp (hq i)).2
    have h3 : √3 ^ 2 = (3 : ℝ) := Real.sq_sqrt (by norm_num)
    rw [mem_closedBall_zero_iff,
      ← pow_le_pow_iff_left₀ (norm_nonneg q) (by positivity) two_ne_zero,
      EuclideanSpace.norm_sq_eq, Fin.sum_univ_three]
    simp only [Real.norm_eq_abs, sq_abs]
    have h4 : (√3 * h / 2) ^ 2 = 3 * (h / 2) ^ 2 := by
      linear_combination (h ^ 2 / 4) * h3
    rw [h4]
    linarith [hc 0, hc 1, hc 2]

/-- The singularity `1/‖q‖²` is integrable on the centred cube of side `h > 0`, and its integral
lies between `2πh` and `2√3πh`. -/
theorem cellIntegral_bounds {h : ℝ} (hh : 0 < h) :
    IntegrableOn (fun q : Momentum => 1 / ‖q‖ ^ 2) (cell h) ∧
      2 * π * h ≤ cellIntegral h ∧ cellIntegral h ≤ 2 * √3 * π * h := by
  obtain ⟨hin, hout⟩ := cell_between_balls hh.le
  obtain ⟨_, hi⟩ := ball_integral (R := h / 2) (by positivity)
  obtain ⟨ho, ho'⟩ := ball_integral (R := √3 * h / 2) (by positivity)
  have hint := ho.mono_set hout
  have hpos : ∀ q : Momentum, 0 ≤ 1 / ‖q‖ ^ 2 := fun q => by positivity
  refine ⟨hint, ?_, ?_⟩
  · have := setIntegral_mono_set hint (Eventually.of_forall hpos) hin.eventuallyLE
    rw [hi] at this
    unfold cellIntegral
    linarith
  · have := setIntegral_mono_set ho (Eventually.of_forall hpos) hout.eventuallyLE
    rw [ho'] at this
    unfold cellIntegral
    linarith

/-- Rescaling momenta by `h > 0` maps the integral of `F(q)/‖q‖²` over the cube of side `h` to
`h` times an integral over the unit cube. -/
theorem cell_scaling (F : Momentum → ℝ) {h : ℝ} (hh : 0 < h) :
    ∫ q in cell h, F q / ‖q‖ ^ 2 = h * ∫ q in cell 1, F (h • q) / ‖q‖ ^ 2 := by
  have hs : h • cell 1 = cell h := by
    ext q
    rw [Set.mem_smul_set_iff_inv_smul_mem₀ hh.ne']
    refine forall_congr' fun i => ?_
    change |h⁻¹ * q i| ≤ 1 / 2 ↔ |q i| ≤ h / 2
    rw [abs_mul, abs_of_pos (inv_pos.2 hh), inv_mul_le_iff₀ hh, mul_one_div]
  have key := setIntegral_comp_smul_of_pos (volume : Measure Momentum)
    (fun q => F q / ‖q‖ ^ 2) (cell 1) hh
  have hk : ∀ q : Momentum, F (h • q) / ‖h • q‖ ^ 2 =
      (h ^ 2)⁻¹ * (F (h • q) / ‖q‖ ^ 2) := fun q => by
    rw [norm_smul, Real.norm_of_nonneg hh.le, mul_pow, div_eq_mul_inv, mul_inv, div_eq_mul_inv]
    ring
  simp only [hk] at key
  rw [integral_const_mul, hs, finrank_euclideanSpace_fin, smul_eq_mul] at key
  -- volume contributes `h³`, the kernel `h⁻²`
  calc ∫ q in cell h, F q / ‖q‖ ^ 2
      = h ^ 3 * ((h ^ 3)⁻¹ * ∫ q in cell h, F q / ‖q‖ ^ 2) := by
        rw [mul_inv_cancel_left₀ (pow_ne_zero 3 hh.ne')]
    _ = h * ∫ q in cell 1, F (h • q) / ‖q‖ ^ 2 := by
        rw [← key, ← mul_assoc]
        congr 1
        field_simp

/-- For a mesh of `N ≥ 1` points in a reciprocal cell of side `b > 0`, the integral of `1/‖q‖²`
over the omitted cell is exactly proportional to `N^(-1/3)`, with a constant between `2πb` and
`2√3πb`. -/
theorem omitted_cell_exact {b : ℝ} (hb : 0 < b) {N : ℕ} (hN : 0 < N) :
    cellIntegral (meshSpacing b N) = b * cellIntegral 1 * (N : ℝ) ^ (-(1 / 3 : ℝ)) ∧
      2 * π * b ≤ b * cellIntegral 1 ∧ b * cellIntegral 1 ≤ 2 * √3 * π * b := by
  have hN' : (0 : ℝ) < N := Nat.cast_pos.2 hN
  have hm : 0 < meshSpacing b N := mul_pos hb (Real.rpow_pos_of_pos hN' _)
  obtain ⟨_, hl, hu⟩ := cellIntegral_bounds one_pos
  refine ⟨?_, ?_, ?_⟩
  · have h1 : cellIntegral (meshSpacing b N) = meshSpacing b N * cellIntegral 1 :=
      cell_scaling (fun _ => 1) hm
    rw [h1, meshSpacing]
    ring
  · have := mul_le_mul_of_nonneg_left hl hb.le
    linarith
  · have := mul_le_mul_of_nonneg_left hu hb.le
    linarith

/-- For a continuous form factor `F`, the integral of `F(q)/‖q‖²` over the centred cube, divided by
its side `h`, tends to `F(0)` times the unit-cube integral of `1/‖q‖²` as `h` decreases to zero. -/
theorem form_factor_limit {F : Momentum → ℝ} (hF : Continuous F) :
    Tendsto (fun h : ℝ => (∫ q in cell h, F q / ‖q‖ ^ 2) / h) (𝓝[>] 0)
      (𝓝 (F 0 * cellIntegral 1)) := by
  have hmeas : MeasurableSet (cell 1) := by
    have : IsClosed (cell 1) := by
      simp only [cell, Set.ofPred_forall]
      exact isClosed_iInter fun i => isClosed_le (by fun_prop) continuous_const
    exact this.measurableSet
  obtain ⟨C, hC⟩ := (isCompact_closedBall (0 : Momentum) (√3 * 1 / 2)).exists_bound_of_continuousOn
    hF.continuousOn
  have hlim : F 0 * cellIntegral 1 = ∫ q in cell 1, F 0 / ‖q‖ ^ 2 := by
    rw [cellIntegral, ← integral_const_mul]
    simp only [mul_one_div]
  have hsmall : ∀ᶠ h : ℝ in 𝓝[>] 0, h ∈ Ioo (0 : ℝ) 1 := Ioo_mem_nhdsGT one_pos
  rw [hlim]
  -- dominated convergence on the fixed unit cube
  have main : Tendsto (fun h : ℝ => ∫ q in cell 1, F (h • q) / ‖q‖ ^ 2) (𝓝[>] 0)
      (𝓝 (∫ q in cell 1, F 0 / ‖q‖ ^ 2)) := by
    refine tendsto_integral_filter_of_dominated_convergence (fun q => C * (1 / ‖q‖ ^ 2))
      (Eventually.of_forall fun h => ?_) ?_ ((cellIntegral_bounds one_pos).1.const_mul C)
      (Eventually.of_forall fun q => ?_)
    · exact ((hF.comp (continuous_const_smul h)).measurable.div
        (measurable_norm.pow_const 2)).aestronglyMeasurable
    · filter_upwards [hsmall] with h hh
      refine ae_restrict_of_forall_mem hmeas fun q hq => ?_
      have hq' := (cell_between_balls zero_le_one).2 hq
      rw [mem_closedBall_zero_iff] at hq'
      have hb : ‖F (h • q)‖ ≤ C := by
        apply hC
        rw [mem_closedBall_zero_iff, norm_smul, Real.norm_of_nonneg hh.1.le]
        exact (mul_le_of_le_one_left (norm_nonneg q) hh.2.le).trans hq'
      rw [norm_div, Real.norm_of_nonneg (by positivity : 0 ≤ ‖q‖ ^ 2), div_eq_mul_one_div]
      exact mul_le_mul_of_nonneg_right hb (by positivity)
    · have hc : Continuous fun h : ℝ => F (h • q) := by fun_prop
      have ht := hc.tendsto 0
      simp only [zero_smul] at ht
      exact (ht.mono_left nhdsWithin_le_nhds).div_const _
  refine main.congr' ?_
  filter_upwards [hsmall] with h hh
  rw [cell_scaling F hh.1, mul_div_cancel_left₀ _ hh.1.ne']

/-- For a continuous form factor `F` and a reciprocal cell of side `b > 0`, `N^(1/3)` times the
omitted-cell integral of `F(q)/‖q‖²` tends to `b F(0)` times the unit-cube integral of `1/‖q‖²` as
the number `N` of mesh points tends to infinity. -/
theorem omitted_exchange_limit {F : Momentum → ℝ} (hF : Continuous F) {b : ℝ} (hb : 0 < b) :
    Tendsto (fun N : ℕ => (N : ℝ) ^ (1 / 3 : ℝ) *
      ∫ q in cell (meshSpacing b N), F q / ‖q‖ ^ 2) atTop
      (𝓝 (b * (F 0 * cellIntegral 1))) := by
  have h0 : Tendsto (meshSpacing b) atTop (𝓝 0) := by
    have := ((tendsto_rpow_neg_atTop (by norm_num : (0 : ℝ) < 1 / 3)).comp
      tendsto_natCast_atTop_atTop).const_mul b
    rw [mul_zero] at this
    exact this
  have h1 : Tendsto (meshSpacing b) atTop (𝓝[>] 0) := by
    refine tendsto_nhdsWithin_iff.2 ⟨h0, ?_⟩
    filter_upwards [eventually_gt_atTop 0] with N hN
    exact mul_pos hb (Real.rpow_pos_of_pos (Nat.cast_pos.2 hN) _)
  refine (((form_factor_limit hF).comp h1).const_mul b).congr' ?_
  filter_upwards [eventually_gt_atTop 0] with N hN
  have hx : (0 : ℝ) < (N : ℝ) ^ (1 / 3 : ℝ) := Real.rpow_pos_of_pos (Nat.cast_pos.2 hN) _
  have hm : meshSpacing b N = b * ((N : ℝ) ^ (1 / 3 : ℝ))⁻¹ := by
    rw [meshSpacing, Real.rpow_neg (Nat.cast_nonneg N)]
  simp only [Function.comp_apply]
  generalize (∫ q in cell (meshSpacing b N), F q / ‖q‖ ^ 2) = K
  rw [hm]
  generalize (N : ℝ) ^ (1 / 3 : ℝ) = x at hx
  have hx' := hx.ne'
  have hb' := hb.ne'
  field_simp

end

end ExchangeSingularity
```

```lean
#print axioms ExchangeSingularity.omitted_cell_exact
-- 'ExchangeSingularity.omitted_cell_exact' depends on axioms: [propext, Classical.choice, Quot.sound]
#print axioms ExchangeSingularity.omitted_exchange_limit
-- 'ExchangeSingularity.omitted_exchange_limit' depends on axioms: [propext, Classical.choice, Quot.sound]
```

## How the Lean statements map to the mesh

`Momentum` is ℝ³ with the Euclidean norm, and integrals use ordinary volume. `cell h` is the closed cube of side h, `cellIntegral h` is I(h), and `meshSpacing b N` is b N^(-1/3).

The choice of type matters. Writing momentum space as plain functions `Fin 3 → ℝ` looks equivalent, but Mathlib gives that type the maximum norm. The cube would then be a ball, the integral would be 12h, and the upper bound 2√3πh ≈ 10.88h would be false.

`cellIntegral_bounds` states integrability and both bounds for every h > 0. Lean assigns the value 0 to the integral of a non-integrable function, so an upper bound alone would say little. The positive lower bound already rules that case out, and the theorem also states integrability explicitly.

`omitted_cell_exact` gives the N^(-1/3) law for every b > 0 and every N ≥ 1, together with the bounds on its constant. It doesn't require N to be a cube number, although an n × n × n mesh has N = n³ and h = b/n.

`form_factor_limit` and `omitted_exchange_limit` are the two limits with a form factor. In the first, `𝓝[>] 0` means that h approaches zero from above. Both assume that F is real-valued and continuous on all of momentum space. Physically, the summed pair-density factor must not jump as the momentum transfer goes to zero. The second limit also keeps F fixed as N grows, whereas in a calculation the k-point sum inside F changes with the mesh.

## Radial integration, rescaling and dominated convergence in the proof

`ball_integral` writes the kernel, cut off at radius R, as a function of ‖q‖. Mathlib's radial integration theorems then reduce the problem to one dimension. The step `hr` is the cancellation of r² against 1/r², and `hv` supplies the unit-ball volume 4π/3, which the dimension 3 turns into 4π.

`cell_between_balls` proves the two inclusions, the second by summing the three squared components. `cellIntegral_bounds` combines them with the ball integrals through `setIntegral_mono_set`, which is the monotonicity step above.

In `cell_scaling`, `hs` says that scaling the unit cube by h gives the cube of side h, and `hk` extracts h^(-2) from the kernel. The change-of-variables theorem supplies the volume factor, and the closing calculation combines the powers into a single h. `omitted_cell_exact` applies this with F = 1.

`form_factor_limit` obtains the bound C from compactness of the ball of radius √3/2 and applies dominated convergence on the unit cube. It then uses `cell_scaling` to return to the cube of side h. `omitted_exchange_limit` shows that the mesh spacing is positive and tends to zero, inserts it into that limit, and multiplies by b.

## One omitted cell is only part of the exchange error

The theorems settle the size of one integral over one cubic cell. They bound I(1) but don't evaluate it, and for a general F they give a limit with no error estimate at finite N. The physical prefactors of the exchange energy are left out, as are non-cubic cells, anisotropic meshes and screened or truncated Coulomb kernels.

The result also isn't an error bound for the full exchange sum. In the cells next to the origin, replacing the integral of 1/‖q‖² by the kernel's midpoint value times the cell volume leaves errors that are themselves proportional to h. Adding back b·I(1)·N^(-1/3) therefore restores the missing cell but doesn't, in general, remove the whole leading error. To remove all of it, a correction has to account for the difference between the complete integral and the sum without its q = 0 term.
